# The electron-pair cusp for angular momentum $l$ and the slope left by a Jastrow factor

## Definitions and conventions

Atomic units are used. Two electrons have reduced mass $1/2$, so the kinetic energy of their relative motion is $-\nabla^2$ and their repulsion at distance $r$ is $1/r$. Let $l = 0, 1, 2, \dots$ be the angular momentum of the relative motion, $R(r)$ the radial function, and $W(r)$ the remaining potential minus the energy. The radial equation is

$$-R'' - \frac{2}{r}R' + \frac{l(l+1)}{r^2}R + \Big(\frac1r + W\Big)R = 0 .$$

The model is a single partial wave in a local, spherically symmetric $W$. All functions are real, and the interval $[0,1]$ serves as a neighbourhood of the coalescence point $r=0$.

```lean
import Mathlib

open Set Filter Topology

namespace ElectronPairCusp

noncomputable section
```

`RadialEq l W R r` is the radial equation at one distance $r$, with $R'$ and $R''$ given by `deriv`. It is used only for $0<r<1$ and for twice differentiable $R$, so the default values that Lean gives to $1/0$ and to derivatives of non-differentiable functions do not enter.

```lean
/-- Radial equation of angular momentum `l` for the relative motion of two electrons at
distance `r`: `-R'' - (2/r) R' + l(l+1)/r² R + (1/r + W) R = 0`. -/
def RadialEq (l : ℕ) (W R : ℝ → ℝ) (r : ℝ) : Prop :=
  -deriv (deriv R) r - 2 / r * deriv R r + (l : ℝ) * (l + 1) / r ^ 2 * R r
    + (1 / r + W r) * R r = 0
```

Write $R = r^l w$. The reduced equation for $w$ is

$$r w'' + 2(l+1)\,w' = (1 + rW)\,w .$$

In `ReducedEq` the arguments `w`, `w'` and `w''` are three independent functions; hypotheses elsewhere make them derivatives of one another.

```lean
/-- Reduced equation `r w'' + 2(l+1) w' = (1 + r W) w` at distance `r`. -/
def ReducedEq (l : ℕ) (W w w' w'' : ℝ → ℝ) (r : ℝ) : Prop :=
  r * w'' r + 2 * ((l : ℝ) + 1) * w' r = (1 + r * W r) * w r
```

`RegularSolution` collects those hypotheses. The field `deriv1` says that $w$ has derivative $w'$ on $[0,1]$, one-sided at the ends; `cont` that $w'$ is continuous at $0$ from the right; `deriv2` that $w'$ has derivative $w''$ on $(0,1)$; `bound` that $|W|\le C$ on $(0,1)$ for some constant $C$; `eqn` that the reduced equation holds on $(0,1)$. Continuity of $w''$ or of $W$ is not required. Kato's cusp theorem derives the behaviour at coalescence from the many-electron Schrödinger equation. In this radial model the form $R=r^l w$ and the regularity of $w$ at $0$ are assumptions, and the value of the slope is what follows from them.

```lean
/-- `w` is differentiable on `[0,1]` with derivative `w'` continuous at `0`, `w'` has derivative
`w''` on `(0,1)`, `W` is bounded on `(0,1)`, and the reduced equation holds there. -/
structure RegularSolution (l : ℕ) (W w w' w'' : ℝ → ℝ) : Prop where
  deriv1 : ∀ r ∈ Icc (0 : ℝ) 1, HasDerivWithinAt w (w' r) (Icc 0 1) r
  cont : ContinuousWithinAt w' (Icc 0 1) 0
  deriv2 : ∀ r ∈ Ioo (0 : ℝ) 1, HasDerivAt w' (w'' r) r
  bound : ∃ C, ∀ r ∈ Ioo (0 : ℝ) 1, |W r| ≤ C
  eqn : ∀ r ∈ Ioo (0 : ℝ) 1, ReducedEq l W w w' w'' r
```

For a real number $\gamma$, the Jastrow factor is $e^{\gamma r}$ and the transcorrelated function is $\tilde w_\gamma(r) = e^{-\gamma r} w(r)$, in Lean `transcorrelated γ w`. A slope at $0$ always means the derivative from the right, expressed by `HasDerivWithinAt` on `Icc 0 1`.

```lean
/-- The transcorrelated function `exp(-γ r) w(r)`: `w` divided by the Jastrow factor
`exp(γ r)`. -/
def transcorrelated (γ : ℝ) (w : ℝ → ℝ) : ℝ → ℝ := fun r => Real.exp (-γ * r) * w r
```

Spin does not occur in the Lean statements. A singlet pair has a spatial function that is even under exchange, hence even $l$, and a triplet pair has odd $l$; the lowest cases are $l=0$ and $l=1$. A transcorrelated calculation transforms the Hamiltonian with a Jastrow factor, so that the function to be expanded in the orbital basis is the wavefunction divided by that factor, which is meant to be smoother. The parts below give the slope at $r=0$ that survives in the reduced function $\tilde w_\gamma$, for one partial wave of one pair and a Jastrow exponent linear in $r$.

## (a) Reduction of the radial equation

**Task.** Let $w$ be twice differentiable on $(0,1)$ and $0<r<1$. Show that $R=r^l w$ obeys the radial equation at $r$ if and only if $w$ obeys the reduced equation at $r$.

**Solution.** Use $(r^l)' = r^l\, l/r$, which holds for $l=0$ too. Then

$$R' = r^l\Big(\frac{l}{r}w + w'\Big),$$

$$R'' = r^l\frac{l}{r}\Big(\frac{l}{r}w + w'\Big) + r^l\Big(-\frac{l}{r^2}w + \frac{l}{r}w' + w''\Big) = r^l\Big(\frac{l(l-1)}{r^2}w + \frac{2l}{r}w' + w''\Big).$$

In $-R''-\frac2r R' + \frac{l(l+1)}{r^2}R$ the terms in $r^l w/r^2$ have coefficient $-l(l-1) - 2l + l(l+1) = 0$, so the centrifugal term cancels. The left side of the radial equation becomes

$$-\frac{r^l}{r}\Big[r w'' + 2(l+1)w' - (1+rW)w\Big],$$

and the prefactor is nonzero for $r>0$.

**Check.** `hp` is the power rule in this form, with $l=0$ as a separate case. `hR1` is $R'$ and `hR2` differentiates that expression. Because `deriv (deriv R) r` depends on $R'$ near $r$, `hev` states that the formula for $R'$ holds on a neighbourhood, and `e2` then gives $R''$. The factorisation is `key` and the nonzero prefactor is `hne`.

```lean
variable {l : ℕ} {W w w' w'' : ℝ → ℝ}

/-- For `w` twice differentiable on `(0,1)`, the function `R = r^l w` obeys the radial equation
at `r` exactly when `w` obeys the reduced equation at `r`. -/
theorem radialEq_iff_reducedEq
    (h1 : ∀ r ∈ Ioo (0 : ℝ) 1, HasDerivAt w (w' r) r)
    (h2 : ∀ r ∈ Ioo (0 : ℝ) 1, HasDerivAt w' (w'' r) r) {r : ℝ} (hr : r ∈ Ioo (0 : ℝ) 1) :
    RadialEq l W (fun x => x ^ l * w x) r ↔ ReducedEq l W w w' w'' r := by
  have hp : ∀ s : ℝ, s ≠ 0 → HasDerivAt (fun x : ℝ => x ^ l) (s ^ l * ((l : ℝ) / s)) s := by
    intro s hs
    refine (hasDerivAt_pow l s).congr_deriv ?_
    cases l with
    | zero => simp
    | succ n =>
      rw [Nat.add_sub_cancel, pow_succ]
      field_simp
  have hr0 : r ≠ 0 := hr.1.ne'
  -- R' = r^l (l w / r + w') on (0,1)
  have hR1 : ∀ s ∈ Ioo (0 : ℝ) 1, HasDerivAt (fun x => x ^ l * w x)
      (s ^ l * ((l : ℝ) / s * w s + w' s)) s := fun s hs =>
    ((hp s hs.1.ne').fun_mul (h1 s hs)).congr_deriv (by ring)
  have hd := (hasDerivAt_const r (l : ℝ)).fun_div (hasDerivAt_id' r) hr0
  have hR2 := (hp r hr0).fun_mul ((hd.fun_mul (h1 r hr)).fun_add (h2 r hr))
  have hev : deriv (fun x => x ^ l * w x) =ᶠ[𝓝 r]
      fun s => s ^ l * ((l : ℝ) / s * w s + w' s) := by
    filter_upwards [Ioo_mem_nhds hr.1 hr.2] with s hs using (hR1 s hs).deriv
  have e2 := hev.deriv_eq.trans hR2.deriv
  -- the centrifugal term cancels
  have key : -deriv (deriv fun x => x ^ l * w x) r - 2 / r * deriv (fun x => x ^ l * w x) r
      + (l : ℝ) * (l + 1) / r ^ 2 * (r ^ l * w r) + (1 / r + W r) * (r ^ l * w r)
      = -(r ^ l / r) * (r * w'' r + 2 * ((l : ℝ) + 1) * w' r - (1 + r * W r) * w r) := by
    rw [e2, (hR1 r hr).deriv]
    field_simp
    ring
  have hne : -(r ^ l / r) ≠ 0 := neg_ne_zero.2 (div_ne_zero (pow_ne_zero _ hr0) hr0)
  unfold RadialEq ReducedEq
  beta_reduce
  rw [key, mul_eq_zero, sub_eq_zero]
  exact ⟨fun h => h.resolve_left hne, Or.inr⟩
```

## (b) Flux form

**Task.** If $w'$ has derivative $w''(r)$ at $r$ and the reduced equation holds at $r$, show that $\big(r^{2l+2}w'\big)' = r^{2l+1}(1+rW)\,w$.

**Solution.** By the product rule,

$$\big(r^{2l+2}w'\big)' = (2l+2)r^{2l+1}w' + r^{2l+2}w'' = r^{2l+1}\big[r w'' + 2(l+1)w'\big],$$

and the bracket equals $(1+rW)w$.

**Check.** `fun_mul` is the product rule, and `linear_combination r ^ (2 * l + 1) * he` multiplies the reduced equation by $r^{2l+1}$.

```lean
/-- Flux form of the reduced equation: `(r^(2l+2) w')' = r^(2l+1) (1 + r W) w`. -/
theorem flux_form {r : ℝ} (h2 : HasDerivAt w' (w'' r) r) (he : ReducedEq l W w w' w'' r) :
    HasDerivAt (fun x => x ^ (2 * l + 2) * w' x)
      (r ^ (2 * l + 1) * ((1 + r * W r) * w r)) r := by
  refine ((hasDerivAt_pow (2 * l + 2) r).fun_mul h2).congr_deriv ?_
  rw [show 2 * l + 2 - 1 = 2 * l + 1 by omega]
  unfold ReducedEq at he
  push_cast
  linear_combination r ^ (2 * l + 1) * he
```

## (c) The cusp condition

**Task.** For a regular solution, show that $w'(0) = \dfrac{w(0)}{2(l+1)}$.

**Solution.** Put $f(r) = r^{2l+2}w'(r)$ and $g(r) = r^{2l+2}$, so that $w' = f/g$ on $(0,1)$. As $r\to0^+$, $g\to0$, and $f\to0$ because $w'(r)\to w'(0)$. The derivative $g' = 2(l+1)r^{2l+1}$ is nonzero on $(0,1)$. By (b),

$$\frac{f'}{g'} = \frac{(1+rW)\,w}{2(l+1)} .$$

From $|rW|\le Cr$ follows $rW\to0$, and $w$ is continuous at $0$, so $f'/g'\to w(0)/(2(l+1))$. L'Hôpital's rule gives $w'(r)\to w(0)/(2(l+1))$. The limit of $w'$ is also $w'(0)$, and the two agree. For $w(0)\neq0$ the ratio $w'(0)/w(0)$ is $1/2$ for $l=0$ and $1/4$ for $l=1$, whatever the bounded $W$.

**Check.** The filter `𝓝[>] 0` is the limit $r\to0^+$. `hw0` and `hw'0` are the limits of $w$ and $w'$, `hrW` is the squeeze on $rW$, `hga` and `hfa` are $g\to0$ and $f\to0$, `hg` is $g'$, and `hdiv` is the limit of $f'/g'$. `hL` applies L'Hôpital's rule with `flux_form` supplying $f'$, and `tendsto_nhds_unique` equates the two limits.

```lean
/-- Electron-electron cusp condition for angular momentum `l`: `w'(0) = w(0) / (2(l+1))`. -/
theorem cusp (h : RegularSolution l W w w' w'') : w' 0 = w 0 / (2 * ((l : ℝ) + 1)) := by
  have hmem : Ioo (0 : ℝ) 1 ∈ 𝓝[>] (0 : ℝ) := Ioo_mem_nhdsGT zero_lt_one
  have hle : 𝓝[>] (0 : ℝ) ≤ 𝓝[Icc 0 1] 0 :=
    nhdsWithin_le_iff.2 (mem_of_superset hmem Ioo_subset_Icc_self)
  have hw0 : Tendsto w (𝓝[>] 0) (𝓝 (w 0)) :=
    (h.deriv1 0 ⟨le_rfl, zero_le_one⟩).continuousWithinAt.tendsto.mono_left hle
  have hw'0 : Tendsto w' (𝓝[>] 0) (𝓝 (w' 0)) := h.cont.tendsto.mono_left hle
  have hid : Tendsto (fun x : ℝ => x) (𝓝[>] 0) (𝓝 0) := tendsto_id.mono_left nhdsWithin_le_nhds
  have hl : (0 : ℝ) < 2 * ((l : ℝ) + 1) := by positivity
  -- a bounded W drops out at coalescence
  have hrW : Tendsto (fun x => x * W x) (𝓝[>] 0) (𝓝 0) := by
    obtain ⟨C, hC⟩ := h.bound
    have hC0 := hid.mul_const C
    rw [zero_mul] at hC0
    refine squeeze_zero_norm' ?_ hC0
    filter_upwards [hmem] with x hx
    rw [Real.norm_eq_abs, abs_mul, abs_of_pos hx.1]
    exact mul_le_mul_of_nonneg_left (hC x hx) hx.1.le
  have hga : Tendsto (fun x : ℝ => x ^ (2 * l + 2)) (𝓝[>] 0) (𝓝 0) := by
    have := hid.pow (2 * l + 2)
    rwa [zero_pow (by omega)] at this
  have hfa : Tendsto (fun x : ℝ => x ^ (2 * l + 2) * w' x) (𝓝[>] 0) (𝓝 0) := by
    have := hga.mul hw'0
    rwa [zero_mul] at this
  have hg : ∀ x ∈ Ioo (0 : ℝ) 1, HasDerivAt (fun x : ℝ => x ^ (2 * l + 2))
      (2 * ((l : ℝ) + 1) * x ^ (2 * l + 1)) x := by
    intro x _
    refine (hasDerivAt_pow (2 * l + 2) x).congr_deriv ?_
    rw [show 2 * l + 2 - 1 = 2 * l + 1 by omega]
    push_cast
    ring
  have hdiv : Tendsto (fun x : ℝ => x ^ (2 * l + 1) * ((1 + x * W x) * w x)
      / (2 * ((l : ℝ) + 1) * x ^ (2 * l + 1))) (𝓝[>] 0) (𝓝 (w 0 / (2 * ((l : ℝ) + 1)))) := by
    have := ((hrW.const_add 1).mul hw0).div_const (2 * ((l : ℝ) + 1))
    rw [add_zero, one_mul] at this
    refine this.congr' ?_
    filter_upwards [hmem] with x hx
    have hx0 : x ≠ 0 := hx.1.ne'
    field_simp
  -- L'Hopital's rule for w' = (r^(2l+2) w') / r^(2l+2)
  have hL := HasDerivAt.lhopital_zero_right_on_Ioo zero_lt_one
    (fun x hx => flux_form (h.deriv2 x hx) (h.eqn x hx)) hg
    (fun x hx => mul_ne_zero hl.ne' (pow_ne_zero _ hx.1.ne')) hfa hga hdiv
  refine tendsto_nhds_unique hw'0 (hL.congr' ?_)
  filter_upwards [hmem] with x hx
  have hx0 : x ≠ 0 := hx.1.ne'
  field_simp
```

## (d) Slope after dividing by $e^{\gamma r}$

**Task.** For a regular solution and any real $\gamma$, show that $\tilde w_\gamma$ has slope $\big(\frac{1}{2(l+1)}-\gamma\big)w(0)$ at $0$.

**Solution.** The product rule gives $\tilde w_\gamma' = e^{-\gamma r}(w' - \gamma w)$. At $r=0$ this is $w'(0)-\gamma w(0)$, and (c) supplies $w'(0)$.

**Check.** `he` differentiates the exponential, `hm` is the one-sided product rule, and the rewrite with `cusp h` inserts (c).

```lean
/-- The transcorrelated function `exp(-γ r) w` has slope `(1/(2(l+1)) - γ) w(0)` at `r = 0`. -/
theorem transcorrelated_slope (h : RegularSolution l W w w' w'') (γ : ℝ) :
    HasDerivWithinAt (transcorrelated γ w) ((1 / (2 * ((l : ℝ) + 1)) - γ) * w 0)
      (Icc 0 1) 0 := by
  have he := ((hasDerivAt_id' (0 : ℝ)).const_mul (-γ)).exp
  have hm := he.hasDerivWithinAt.fun_mul (h.deriv1 0 ⟨le_rfl, zero_le_one⟩)
  refine hm.congr_deriv ?_
  rw [cusp h, mul_zero, Real.exp_zero]
  ring
```

## (e) The choice $\gamma = 1/2$

**Task.** Show that $e^{-r/2}w$ has slope $-\dfrac{l\,w(0)}{2(l+1)}$ at $0$.

**Solution.** In (d),

$$\frac{1}{2(l+1)} - \frac12 = \frac{1-(l+1)}{2(l+1)} = -\frac{l}{2(l+1)} .$$

**Check.** `field_simp` clears the denominators using $l+1\neq0$, and `ring` closes the identity.

```lean
/-- With the Jastrow slope `1/2`, `exp(-r/2) w` has slope `-l w(0) / (2(l+1))` at `r = 0`. -/
theorem transcorrelated_half_slope (h : RegularSolution l W w w' w'') :
    HasDerivWithinAt (transcorrelated (1 / 2) w) (-(l : ℝ) * w 0 / (2 * ((l : ℝ) + 1)))
      (Icc 0 1) 0 := by
  refine (transcorrelated_slope h (1 / 2)).congr_deriv ?_
  have hl : ((l : ℝ) + 1) ≠ 0 := by positivity
  field_simp
  ring
```

## (f) Which $\gamma$ removes the slope

**Task.** For a regular solution with $w(0)\ne0$, show that $\tilde w_\gamma$ has zero slope at $0$ if and only if $\gamma = \frac{1}{2(l+1)}$.

**Solution.** The slope is unique, so by (d) zero slope means $\big(\frac{1}{2(l+1)}-\gamma\big)w(0)=0$. As $w(0)\neq0$, the bracket vanishes. Conversely, that value of $\gamma$ makes the slope in (d) zero. The numbers $1/(2(l+1))$ differ for different $l$, so one $\gamma$ removes the slope for at most one $l$ among solutions with $w(0)\ne0$.

**Check.** `hu` states that one-sided derivatives at the end point of $[0,1]$ are unique, and `e` equates the slope from (d) with zero. The remaining lines split the product using `h0`.

```lean
/-- If `w(0) ≠ 0`, then `exp(-γ r) w` has zero slope at `r = 0` exactly when
`γ = 1/(2(l+1))`. -/
theorem transcorrelated_cuspless_iff (h : RegularSolution l W w w' w'') (h0 : w 0 ≠ 0) (γ : ℝ) :
    HasDerivWithinAt (transcorrelated γ w) 0 (Icc 0 1) 0 ↔ γ = 1 / (2 * ((l : ℝ) + 1)) := by
  have hs := transcorrelated_slope h γ
  have hu := uniqueDiffOn_Icc (zero_lt_one' ℝ) 0 ⟨le_rfl, zero_le_one⟩
  constructor
  · intro hz
    have e := (hs.derivWithin hu).symm.trans (hz.derivWithin hu)
    exact (sub_eq_zero.1 ((mul_eq_zero.1 e).resolve_right h0)).symm
  · intro hγ
    refine hs.congr_deriv ?_
    rw [hγ, sub_self, zero_mul]
```

## (g) The s-wave

**Task.** For $l=0$, show that $e^{-r/2}w$ has zero slope at $0$.

**Solution.** The factor $l$ in (e) vanishes. Here $R=w$, so $e^{-r/2}R = w(0) + o(r)$. This covers the singlet s-wave; for a singlet with $l=2$ the factor changes the slope from $w(0)/6$ to $-w(0)/3$, by (c) and (e). The statement concerns the first derivative at $0$ and gives no higher smoothness.

**Check.** This is (e) at `l = 0`, simplified by `simp`.

```lean
/-- For the s-wave, `l = 0`, the slope of `exp(-r/2) w` at `r = 0` is zero. -/
theorem s_wave_slope (h : RegularSolution 0 W w w' w'') :
    HasDerivWithinAt (transcorrelated (1 / 2) w) 0 (Icc 0 1) 0 :=
  (transcorrelated_half_slope h).congr_deriv (by simp)
```

## (h) The p-wave

**Task.** For $l=1$, show that $e^{-r/2}w$ has slope $-w(0)/4$ at $0$.

**Solution.** In (e), $-l/(2(l+1)) = -1/4$ for $l=1$. With $w$ normalised to $w(0)=1$ the slope is $-1/4$. It is the slope of the reduced function, and in terms of $R = r w$ it reads $e^{-r/2}R = r\,\big(1 - r/4 + o(r)\big)$. The factor suited to the s-wave turns the p-wave slope $+1/4$ into $-1/4$.

**Check.** This is (e) at `l = 1`, with the arithmetic done by `ring`.

```lean
/-- For the p-wave, `l = 1`, the slope of `exp(-r/2) w` at `r = 0` is `-w(0)/4`. -/
theorem p_wave_slope (h : RegularSolution 1 W w w' w'') :
    HasDerivWithinAt (transcorrelated (1 / 2) w) (-(1 / 4) * w 0) (Icc 0 1) 0 :=
  (transcorrelated_half_slope h).congr_deriv (by push_cast; ring)
```

## (i) Twice continuously differentiable $w$

**Task.** Let $w$ be twice continuously differentiable on $[0,1]$, let $W$ be bounded on $(0,1]$, and let the reduced equation hold on $(0,1]$. Show that $w'(0)=w(0)/(2(l+1))$ and that $e^{-r/2}w$ has slope $-l\,w(0)/(2(l+1))$ at $0$.

**Solution.** Such a $w$ is differentiable on $[0,1]$. Its derivative is continuously differentiable there, hence continuous at $0$ and differentiable on $(0,1)$. The bound and the equation restrict from $(0,1]$ to $(0,1)$. So $w$ is a regular solution, and (c) and (e) apply.

**Check.** `ContDiffOn ℝ 2 w (Icc 0 1)` is the smoothness hypothesis, and $w'$, $w''$ are now computed from $w$ by `derivWithin` on $[0,1]$. `h1` says that $w'$ is once continuously differentiable, and `h` fills the five fields of `RegularSolution` in order.

```lean
/-- For `w` twice continuously differentiable on `[0,1]`, `W` bounded and the reduced equation
on `(0,1]`: `w'(0) = w(0)/(2(l+1))` and `exp(-r/2) w` has slope `-l w(0)/(2(l+1))` at `0`. -/
theorem cusp_of_contDiffOn (hw : ContDiffOn ℝ 2 w (Icc 0 1))
    (hW : ∃ C, ∀ r ∈ Ioc (0 : ℝ) 1, |W r| ≤ C)
    (he : ∀ r ∈ Ioc (0 : ℝ) 1, ReducedEq l W w (derivWithin w (Icc 0 1))
      (derivWithin (derivWithin w (Icc 0 1)) (Icc 0 1)) r) :
    derivWithin w (Icc 0 1) 0 = w 0 / (2 * ((l : ℝ) + 1)) ∧
      HasDerivWithinAt (transcorrelated (1 / 2) w) (-(l : ℝ) * w 0 / (2 * ((l : ℝ) + 1)))
        (Icc 0 1) 0 := by
  have h1 : ContDiffOn ℝ 1 (derivWithin w (Icc 0 1)) (Icc 0 1) :=
    hw.derivWithin (uniqueDiffOn_Icc zero_lt_one) one_add_one_eq_two.le
  obtain ⟨C, hC⟩ := hW
  have h : RegularSolution l W w (derivWithin w (Icc 0 1))
      (derivWithin (derivWithin w (Icc 0 1)) (Icc 0 1)) :=
    ⟨fun r hr => (hw.differentiableOn (by norm_num) r hr).hasDerivWithinAt,
      h1.continuousOn 0 ⟨le_rfl, zero_le_one⟩,
      fun r hr => (h1.differentiableOn (by norm_num) r
        (Ioo_subset_Icc_self hr)).hasDerivWithinAt.hasDerivAt (Icc_mem_nhds hr.1 hr.2),
      ⟨C, fun r hr => hC r (Ioo_subset_Ioc_self hr)⟩,
      fun r hr => he r (Ioo_subset_Ioc_self hr)⟩
  exact ⟨cusp h, transcorrelated_half_slope h⟩
```

## (j) An explicit solution

**Task.** With $a = \frac{1}{2(l+1)}$, show that $w=e^{ar}$ is a regular solution for the constant $W=a^2$.

**Solution.** Here $w'=ae^{ar}$ and $w''=a^2e^{ar}$ for all $r$, and $|W| = a^2$ is bounded. Since $2(l+1)a=1$,

$$r w'' + 2(l+1)w' = \big(ra^2 + 1\big)e^{ar} = (1+rW)\,w .$$

This solution has $w(0)=1$ and $w'(0)=a$, so for every $l$ there is a regular solution to which (f) applies. It is a local example near $r=0$: continued to all $r$ with the same $W$, the function $R=r^l e^{ar}$ grows without bound and is not a bound state.

**Check.** `hd` and `hd2` are the two derivatives, `h1` is $2(l+1)a=1$, and the last line multiplies `h1` by $e^{ar}$ to obtain the reduced equation.

```lean
/-- With `a = 1/(2(l+1))`, the function `w = exp(a r)` is a regular solution for `W = a²`. -/
theorem regularSolution_witness (l : ℕ) (a : ℝ) (ha : a = 1 / (2 * ((l : ℝ) + 1))) :
    RegularSolution l (fun _ => a ^ 2) (fun r => Real.exp (a * r))
      (fun r => a * Real.exp (a * r)) (fun r => a ^ 2 * Real.exp (a * r)) := by
  have hd : ∀ r, HasDerivAt (fun r => Real.exp (a * r)) (a * Real.exp (a * r)) r := fun r =>
    (((hasDerivAt_id' r).const_mul a).exp).congr_deriv (by ring)
  have hd2 : ∀ r, HasDerivAt (fun r => a * Real.exp (a * r)) (a ^ 2 * Real.exp (a * r)) r :=
    fun r => ((hd r).const_mul a).congr_deriv (by ring)
  have hl : ((l : ℝ) + 1) ≠ 0 := by positivity
  have h1 : 2 * ((l : ℝ) + 1) * a = 1 := by
    rw [ha]
    field_simp
  refine ⟨fun r _ => (hd r).hasDerivWithinAt, (hd2 0).continuousAt.continuousWithinAt,
    fun r _ => hd2 r, ⟨|a ^ 2|, fun _ _ => le_rfl⟩, fun r _ => ?_⟩
  unfold ReducedEq
  linear_combination Real.exp (a * r) * h1

end

end ElectronPairCusp
```

```lean
#print axioms ElectronPairCusp.cusp
#print axioms ElectronPairCusp.s_wave_slope
#print axioms ElectronPairCusp.p_wave_slope
#print axioms ElectronPairCusp.cusp_of_contDiffOn
```

```
'ElectronPairCusp.cusp' depends on axioms: [propext, Classical.choice, Quot.sound]
'ElectronPairCusp.s_wave_slope' depends on axioms: [propext, Classical.choice, Quot.sound]
'ElectronPairCusp.p_wave_slope' depends on axioms: [propext, Classical.choice, Quot.sound]
'ElectronPairCusp.cusp_of_contDiffOn' depends on axioms: [propext, Classical.choice, Quot.sound]
```
